# A tetrahedral rotor has no permanent dipole and at most one quadratic centrifugal dipole constant

A methane molecule held at its tetrahedral equilibrium geometry has no dipole moment. When the molecule rotates, centrifugal forces distort it, and the distorted molecule can carry a small dipole that depends on the rotational state. For a nondegenerate electronic and vibrational state, how many constants describe this dipole, as a Hermitian operator kept to second order in the angular momentum, and which products of angular momentum components occur in it?

Body axes \(x,y,z\) carry the indices \(0,1,2\), as in the Lean code, and index sums such as \(a+2\) are taken modulo 3. The axes lie along the three twofold axes of the tetrahedron.

```lean
import Mathlib

open Matrix

namespace TetrahedralRotorDipole

noncomputable section
```

Two rotations are imposed as symmetries. The first is the half-turn about \(z\), \(Z=\mathrm{diag}(-1,-1,1)\).

```lean
/-- The rotation by 180 degrees about the z axis. -/
def twofoldZ : Matrix (Fin 3) (Fin 3) ℝ := !![-1, 0, 0; 0, -1, 0; 0, 0, 1]
```

The second is the threefold rotation \(C\), which takes \(x\) to \(y\), \(y\) to \(z\) and \(z\) to \(x\).

```lean
/-- The threefold rotation that permutes the axes cyclically, x to y to z to x. -/
def threefold : Matrix (Fin 3) (Fin 3) ℝ := !![0, 0, 1; 1, 0, 0; 0, 1, 0]
```

A rotation \(R\) acts on every index of a real tensor \(T_{abc}\):

\[
(R\cdot T)_{abc}=\sum_{ijk}R_{ai}R_{bj}R_{ck}T_{ijk}.
\]

```lean
/-- The action of a rotation on a third-rank tensor, one matrix factor for each index. -/
def rotateTensor (R : Matrix (Fin 3) (Fin 3) ℝ) (T : Fin 3 → Fin 3 → Fin 3 → ℝ) :
    Fin 3 → Fin 3 → Fin 3 → ℝ :=
  fun a b c => ∑ i, ∑ j, ∑ k, R a i * R b j * R c k * T i j k
```

The predicate `IsTetrahedral` says that \(Z\) and \(C\) both leave \(T\) unchanged. Reflections and inversion are not imposed.

```lean
/-- A tensor is tetrahedral if the twofold rotation about z and the cyclic permutation of
the axes leave it unchanged. -/
def IsTetrahedral (T : Fin 3 → Fin 3 → Fin 3 → ℝ) : Prop :=
  rotateTensor twofoldZ T = T ∧ rotateTensor threefold T = T
```

The Levi-Civita symbol \(\varepsilon_{abc}\) is \(+1\) for cyclic orders of \(0,1,2\), \(-1\) for the other orders of three different indices, and 0 if an index repeats.

```lean
/-- The Levi-Civita symbol, listed as one antisymmetric matrix for each first index. -/
def leviCivita (a b c : Fin 3) : ℝ :=
  (![!![0, 0, 0; 0, 0, 1; 0, -1, 0],
     !![0, 0, -1; 0, 0, 0; 1, 0, 0],
     !![0, 1, 0; -1, 0, 0; 0, 0, 0]] : Fin 3 → Matrix (Fin 3) (Fin 3) ℝ) a b c
```

A term linear in the angular momentum is left out of the model. The rotations \(Z\) and \(C\) would allow it, but with a real coefficient, as Hermiticity requires, it would change sign under time reversal, and an electric dipole does not. The dipole operator then consists of a permanent part \(m_a\) and a centrifugal part:

\[
\mu_a=m_a\,1+\sum_{bc}T_{abc}J_bJ_c .
\]

The components \(J_a\) are elements of an arbitrary real algebra `A`. Operator order is therefore kept, and no commutation rule is assumed.

```lean
/-- The body-fixed dipole operator of a nonrigid rotor: a permanent dipole `m` plus a
centrifugal part quadratic in the angular momentum components `J`. -/
def dipole {A : Type*} [Ring A] [Algebra ℝ A] (m : Fin 3 → ℝ)
    (T : Fin 3 → Fin 3 → Fin 3 → ℝ) (J : Fin 3 → A) (a : Fin 3) : A :=
  m a • (1 : A) + ∑ b, ∑ c, T a b c • (J b * J c)
```

## (a) Half-turns about x and y

Show that the half-turns about the other two axes are products of \(Z\) and \(C\):

\[
CZC^2=\mathrm{diag}(1,-1,-1),\qquad C^2ZC=\mathrm{diag}(-1,1,-1).
\]

**Solution.** Since \(C^3=1\), we have \(C^2=C^{-1}\). The first product is \(CZC^{-1}\), a half-turn about the image of the \(z\) axis under \(C\), which is the \(x\) axis. The second is \(C^2ZC^{-2}\), a half-turn about the image of \(z\) under \(C^2\), which is the \(y\) axis. Invariance under \(Z\) and \(C\) thus entails invariance under all three half-turns.

Lean compares the nine entries of each matrix.

```lean
/-- The twofold rotations about x and y are products of the twofold rotation about z and
the cyclic permutation of the axes. -/
theorem twofold_x_and_y :
    threefold * twofoldZ * threefold ^ 2 = !![1, 0, 0; 0, -1, 0; 0, 0, -1] ∧
    threefold ^ 2 * twofoldZ * threefold = !![-1, 0, 0; 0, 1, 0; 0, 0, -1] := by
  constructor <;>
  · ext i j
    fin_cases i <;> fin_cases j <;>
      simp [threefold, twofoldZ, pow_two, Matrix.mul_apply, Fin.sum_univ_three]
```

## (b) Signs from the half-turn

Show that \(Z\) multiplies each tensor component by one sign per index:

\[
(Z\cdot T)_{abc}=Z_{aa}Z_{bb}Z_{cc}\,T_{abc}.
\]

**Solution.** The matrix \(Z\) is diagonal, so only \(i=a\), \(j=b\), \(k=c\) survives in the triple sum. The factor is \(-1\) for each index 0 or 1 and \(+1\) for each index 2.

The proof runs through the 27 index triples with `fin_cases` and evaluates each sum.

```lean
/-- The twofold rotation about z multiplies a tensor component by one sign for each index,
minus for x and y and plus for z. -/
theorem rotateTensor_twofoldZ (T : Fin 3 → Fin 3 → Fin 3 → ℝ) (a b c : Fin 3) :
    rotateTensor twofoldZ T a b c =
      twofoldZ a a * twofoldZ b b * twofoldZ c c * T a b c := by
  fin_cases a <;> fin_cases b <;> fin_cases c <;>
    simp [rotateTensor, twofoldZ, Fin.sum_univ_three]
```

## (c) Index shifts from the threefold rotation

Show that \(C\) shifts all indices together:

\[
(C\cdot T)_{abc}=T_{a+2,\,b+2,\,c+2}.
\]

**Solution.** Row \(a\) of \(C\) has a single 1, in column \(a+2\). Each of the three sums therefore keeps one term.

The 27 cases are again checked directly.

```lean
/-- The threefold rotation shifts all three indices of a tensor cyclically. -/
theorem rotateTensor_threefold (T : Fin 3 → Fin 3 → Fin 3 → ℝ) (a b c : Fin 3) :
    rotateTensor threefold T a b c = T (a + 2) (b + 2) (c + 2) := by
  fin_cases a <;> fin_cases b <;> fin_cases c <;>
    simp [rotateTensor, threefold, Fin.sum_univ_three]
```

## (d) Invariant tensors without index symmetry

Show that \(T\) is tetrahedral exactly when there are real numbers \(\alpha,\beta\) with

\[
T_{abc}=\alpha|\varepsilon_{abc}|+\beta\,\varepsilon_{abc}.
\]

**Solution.** By (b), an invariant component vanishes unless an even number of its indices lie in \(\{0,1\}\), which means that the index 2 occurs an odd number of times. By (c), the component equals its cyclically shifted partners, so the indices 0 and 1 must also occur an odd number of times. With three places to fill, each index occurs once.

Six components remain, and the shift joins them into two sets:

\[
T_{012}=T_{120}=T_{201}=p,\qquad T_{021}=T_{102}=T_{210}=q .
\]

Since \(\varepsilon=+1\) on the first set and \(-1\) on the second, \(\alpha=(p+q)/2\) and \(\beta=(p-q)/2\) reproduce \(T\).

Conversely, \(\varepsilon\) and \(|\varepsilon|\) are unchanged by a cyclic shift. They are nonzero only where all indices differ, and there the sign product is \((-1)(-1)(+1)=1\).

In the code, `z` and `s` are the sign and shift rules for an invariant tensor. The hypotheses `h1` to `h5` apply them along the orbit of one component, and `linarith` solves the resulting linear equations.

```lean
/-- Without any index symmetry, the tetrahedral tensors are exactly the combinations of the
Levi-Civita symbol and its absolute value. -/
theorem isTetrahedral_iff (T : Fin 3 → Fin 3 → Fin 3 → ℝ) :
    IsTetrahedral T ↔ ∃ α β : ℝ, ∀ a b c,
      T a b c = α * |leviCivita a b c| + β * leviCivita a b c := by
  constructor
  · rintro ⟨hz, hc⟩
    have z : ∀ a b c, twofoldZ a a * twofoldZ b b * twofoldZ c c * T a b c = T a b c := by
      intro a b c
      rw [← rotateTensor_twofoldZ, hz]
    have s : ∀ a b c, T (a + 2) (b + 2) (c + 2) = T a b c := by
      intro a b c
      rw [← rotateTensor_threefold T a b c, hc]
    refine ⟨(T 0 1 2 + T 0 2 1) / 2, (T 0 1 2 - T 0 2 1) / 2, ?_⟩
    intro a b c
    -- the sign rule and the cyclic rule along the orbit of the component (a, b, c)
    have h1 := z a b c
    have h2 := z (a + 1) (b + 1) (c + 1)
    have h3 := z (a + 2) (b + 2) (c + 2)
    have h4 := s a b c
    have h5 := s (a + 1) (b + 1) (c + 1)
    clear z s hz hc
    fin_cases a <;> fin_cases b <;> fin_cases c <;>
      simp [twofoldZ, leviCivita] at h1 h2 h3 h4 h5 ⊢ <;> linarith
  · rintro ⟨α, β, h⟩
    constructor
    · funext a b c
      rw [rotateTensor_twofoldZ, h]
      fin_cases a <;> fin_cases b <;> fin_cases c <;> simp [twofoldZ, leviCivita]
    · funext a b c
      rw [rotateTensor_threefold, h, h]
      fin_cases a <;> fin_cases b <;> fin_cases c <;> simp [leviCivita]
```

## (e) Symmetry in the last two indices

Show that \(T\) is tetrahedral and satisfies \(T_{abc}=T_{acb}\) exactly when there is a real \(\Theta\) with

\[
T_{abc}=\Theta\,|\varepsilon_{abc}|.
\]

**Solution.** The symmetry condition makes the quadratic part of \(\mu_a\) Hermitian when the \(J_a\) are Hermitian. Applied to (d), it gives \(T_{012}=T_{021}\), or \(\alpha+\beta=\alpha-\beta\). Hence \(\beta=0\) and \(\Theta=\alpha\). Conversely, \(\Theta|\varepsilon|\) is the case \(\beta=0\) of (d), and exchanging \(b\) and \(c\) changes only the sign of \(\varepsilon\), not its absolute value.

The constant \(\Theta\) measures how strongly rotation polarises the molecule. Its value depends on the force field and the charge distribution, and symmetry leaves it free. It may be zero, as it must be for a molecule with an inversion centre.

The step `hβ` is the comparison of these two components.

```lean
/-- A tensor is tetrahedral and symmetric in its last two indices exactly when it is a
multiple of the absolute value of the Levi-Civita symbol. -/
theorem symmetric_isTetrahedral_iff (T : Fin 3 → Fin 3 → Fin 3 → ℝ) :
    (IsTetrahedral T ∧ ∀ a b c, T a b c = T a c b) ↔
      ∃ Θ : ℝ, ∀ a b c, T a b c = Θ * |leviCivita a b c| := by
  constructor
  · rintro ⟨hT, hs⟩
    obtain ⟨α, β, h⟩ := (isTetrahedral_iff T).1 hT
    -- exchanging the last two indices reverses the sign of the second term
    have hβ : β = 0 := by
      have h1 := hs 0 1 2
      rw [h, h] at h1
      simp [leviCivita] at h1
      linarith
    exact ⟨α, fun a b c => by rw [h, hβ]; ring⟩
  · rintro ⟨Θ, h⟩
    refine ⟨(isTetrahedral_iff T).2 ⟨Θ, 0, fun a b c => by rw [h]; ring⟩, ?_⟩
    intro a b c
    rw [h, h]
    fin_cases a <;> fin_cases b <;> fin_cases c <;> simp [leviCivita]
```

## (f) The permanent dipole

Show that a real vector \(m\) with \(Zm=m\) and \(Cm=m\) satisfies

\[
m=0 .
\]

**Solution.** The first component of \(Zm=m\) reads \(-m_0=m_0\), so \(m_0=0\). The first two components of \(Cm=m\) read \(m_2=m_0\) and \(m_0=m_1\), so the other components vanish too.

These three equations are `h0`, `h1` and `h2`.

```lean
/-- A vector unchanged by the twofold rotation about z and by the cyclic permutation of the
axes is zero. -/
theorem invariant_vector_eq_zero (m : Fin 3 → ℝ) (hz : twofoldZ *ᵥ m = m)
    (hc : threefold *ᵥ m = m) : m = 0 := by
  have h0 : -m 0 = m 0 := by
    simpa [twofoldZ, Matrix.mulVec, dotProduct, Fin.sum_univ_three] using congrFun hz 0
  have h1 : m 2 = m 0 := by
    simpa [threefold, Matrix.mulVec, dotProduct, Fin.sum_univ_three] using congrFun hc 0
  have h2 : m 0 = m 1 := by
    simpa [threefold, Matrix.mulVec, dotProduct, Fin.sum_univ_three] using congrFun hc 1
  funext i
  fin_cases i
  · change m 0 = 0
    linarith
  · change m 1 = 0
    linarith
  · change m 2 = 0
    linarith
```

## (g) The dipole operator

Let \(m\) and \(T\) be invariant under \(Z\) and \(C\), with \(T\) symmetric in its last two indices. Show that \(m=0\) and that a single real \(\Theta\) gives

\[
\begin{aligned}
\mu_0&=\Theta(J_1J_2+J_2J_1),\\
\mu_1&=\Theta(J_2J_0+J_0J_2),\\
\mu_2&=\Theta(J_0J_1+J_1J_0).
\end{aligned}
\]

**Solution.** Part (f) removes \(m\), and part (e) gives \(T_{abc}=\Theta|\varepsilon_{abc}|\). For \(a=2\), only \((b,c)=(0,1)\) and \((1,0)\) contribute, each with coefficient \(\Theta\). This is the last line, \(\mu_z=\Theta(J_xJ_y+J_yJ_x)\). The other two follow in the same way.

In Lean, `hz` and `hc` state the invariance of \(m\), `hT` that of \(T\), and `hs` the index symmetry. The constant is chosen before `J`, so it does not depend on the operators. After `simp` has expanded the sums, `abel` reorders the two terms of the \(y\) component.

For rotational spectroscopy, this is the operator behind the weak pure rotational transitions of molecules such as methane, in a model restricted to one nondegenerate vibrational state and to second order in \(J\). Line intensities also require the projection of \(\mu\) onto space-fixed axes, which is not treated here.

```lean
/-- In a tetrahedral rotor the permanent dipole vanishes. If the centrifugal coefficients are
symmetric in their last two indices, one constant `Θ` fixes the centrifugal dipole: its z component
is `Θ (Jx Jy + Jy Jx)`, and x and y follow cyclically. -/
theorem tetrahedral_dipole {A : Type*} [Ring A] [Algebra ℝ A] (m : Fin 3 → ℝ)
    (T : Fin 3 → Fin 3 → Fin 3 → ℝ) (hz : twofoldZ *ᵥ m = m) (hc : threefold *ᵥ m = m)
    (hT : IsTetrahedral T) (hs : ∀ a b c, T a b c = T a c b) :
    m = 0 ∧ ∃ Θ : ℝ, (∀ a b c, T a b c = Θ * |leviCivita a b c|) ∧ ∀ J : Fin 3 → A,
      dipole m T J 0 = Θ • (J 1 * J 2 + J 2 * J 1) ∧
      dipole m T J 1 = Θ • (J 2 * J 0 + J 0 * J 2) ∧
      dipole m T J 2 = Θ • (J 0 * J 1 + J 1 * J 0) := by
  have hm := invariant_vector_eq_zero m hz hc
  obtain ⟨Θ, h⟩ := (symmetric_isTetrahedral_iff T).1 ⟨hT, hs⟩
  refine ⟨hm, Θ, h, fun J => ?_⟩
  -- only the two terms with all three indices different survive in each component
  refine ⟨?_, ?_, ?_⟩ <;>
    simp [dipole, hm, h, leviCivita, Fin.sum_univ_three, smul_add]
  -- the y component is left, with its two products in the other order
  abel
```

## (h) The case J = 1

In the Cartesian basis and in units of \(\hbar\), the angular momentum matrices for \(J=1\) are \((J_a)_{bc}=-i\,\varepsilon_{abc}\).

```lean
/-- The angular momentum matrices for `J = 1` in the Cartesian basis, in units of ħ. -/
def spinOne (a : Fin 3) : Matrix (Fin 3) (Fin 3) ℂ :=
  Matrix.of fun b c => -Complex.I * (leviCivita a b c : ℂ)
```

Show that for these matrices

\[
\mu_2=\begin{pmatrix}0&-\Theta&0\\-\Theta&0&0\\0&0&0\end{pmatrix}.
\]

**Solution.** The nonzero entries needed are

\[
(J_0)_{12}=-i,\quad (J_0)_{21}=i,\quad (J_1)_{02}=i,\quad (J_1)_{20}=-i .
\]

The product \(J_0J_1\) has the single nonzero entry \((J_0)_{12}(J_1)_{20}=(-i)(-i)=-1\), in row 1 and column 0. The product \(J_1J_0\) has the single nonzero entry \((J_1)_{02}(J_0)_{21}=i\cdot i=-1\), in row 0 and column 1. Adding them and multiplying by \(\Theta\) gives the matrix. The body-fixed \(z\) component therefore has a nonzero matrix element between the \(x\) and \(y\) states whenever \(\Theta\neq0\). This is not yet a transition moment: in the projection onto space-fixed axes, the dipole has no nonzero matrix element between two \(J=1\) states.

These matrices obey \([J_0,J_1]=iJ_2\), whereas body-fixed components obey the rule with the opposite sign. Replacing every \(J_a\) by \(-J_a\) passes from one rule to the other and leaves \(\mu_2\) unchanged.

The auxiliary statement `h` reduces the double sum to the two products, and the nine matrix entries are then evaluated.

```lean
/-- For `J = 1` the z component of the centrifugal dipole couples the Cartesian x and y
states with matrix element `-Θ`, and all its other matrix elements are zero. -/
theorem dipole_spinOne (Θ : ℝ) :
    dipole 0 (fun a b c => Θ * |leviCivita a b c|) spinOne 2 =
      !![0, -(Θ : ℂ), 0; -(Θ : ℂ), 0, 0; 0, 0, 0] := by
  have h : dipole 0 (fun a b c => Θ * |leviCivita a b c|) spinOne 2 =
      Θ • (spinOne 0 * spinOne 1) + Θ • (spinOne 1 * spinOne 0) := by
    simp [dipole, leviCivita, Fin.sum_univ_three]
  rw [h]
  ext i j
  fin_cases i <;> fin_cases j <;>
    simp [spinOne, leviCivita, Matrix.mul_apply, Fin.sum_univ_three]

end

end TetrahedralRotorDipole
```

```lean
#print axioms TetrahedralRotorDipole.twofold_x_and_y
#print axioms TetrahedralRotorDipole.tetrahedral_dipole
#print axioms TetrahedralRotorDipole.dipole_spinOne
```

```
'TetrahedralRotorDipole.twofold_x_and_y' depends on axioms: [propext, Classical.choice, Quot.sound]
'TetrahedralRotorDipole.tetrahedral_dipole' depends on axioms: [propext, Classical.choice, Quot.sound]
'TetrahedralRotorDipole.dipole_spinOne' depends on axioms: [propext, Classical.choice, Quot.sound]
```
